# In an open tridiagonal chain, the currents on both sides of an interior site agree exactly when its source term vanishes

## Does the current stay the same past a site with a contact?

An electron moves along a chain of sites with nearest-neighbour hopping, and some sites also touch a contact or a probe that can absorb or inject electrons. At a site without such a coupling I expect the current on the left bond to equal the current on the right bond. At a coupled site I am less sure.

Let $H$ be the Hermitian tridiagonal Hamiltonian, $E$ a real energy, $P=\mathrm{diag}(p)$ the retarded self-energy and $Q=\mathrm{diag}(q)$ the in-scattering, written as the lesser self-energy (purely imaginary for a physical contact). Let $G=(E-H-P)^{-1}$ and $X=GQG^\dagger$, and define the current at energy $E$ from site $i$ to site $j$ as $J_{ij}=H_{ij}X_{ji}-X_{ij}H_{ji}$. For consecutive sites $i,j,k$, I believe that

$$J_{jk}=J_{ij}\iff(\bar p_j-p_j)X_{jj}+q_j(G_{jj}-\bar G_{jj})=0.$$

Can someone show me the derivation, and a version that Lean has checked?

## The current changes by exactly the source term

Your condition is right. Call its left side $S_j$. Then $J_{jk}-J_{ij}=S_j$, and the equivalence follows at once.

### From two equations of motion to one bond difference

Write $A=E-H-P$, so $AG=1$. Since $H$ is Hermitian and $E$ is real, $A^\dagger=E-H-P^\dagger$, and the adjoint of $AG=1$ is $G^\dagger A^\dagger=1$. Therefore

$$AX=QG^\dagger,\qquad XA^\dagger=GQ.$$

The diagonal entries at site $j$ are

$$EX_{jj}-(HX)_{jj}-p_jX_{jj}=q_j\bar G_{jj},$$
$$EX_{jj}-(XH)_{jj}-\bar p_jX_{jj}=q_jG_{jj}.$$

Subtracting the first from the second removes $E$ and gives

$$\sum_l J_{jl}=(HX-XH)_{jj}=S_j.$$

This balance holds for any Hermitian $H$. Summed over all sites, its left side is $\mathrm{tr}(HX)-\mathrm{tr}(XH)=0$, so the sources add up to zero.

In a tridiagonal chain only $l=i,j,k$ can contribute. The term $J_{jj}$ is zero and $J_{ji}=-J_{ij}$, which leaves $J_{jk}-J_{ij}=S_j$.

The place to be careful is the right-hand multiplication: it needs $A^\dagger$, not $A$. Writing $XA=GQ$ would cancel the $p_j$ terms and lose $(\bar p_j-p_j)X_{jj}$, the part that describes absorption.

If $Q=f(P^\dagger-P)$ with one occupation $f$ for all contacts, then $P^\dagger-P=A-A^\dagger$ gives

$$X=fG(A-A^\dagger)G^\dagger=f(G^\dagger-G).$$

The two parts of every $S_j$ now cancel. The first site has only one bond, so its current is zero, and equality at each interior site carries this zero along the chain.

### A three-site wire carrying current 1

Number the sites 0, 1, 2. Take unit hopping, zero on-site energies, $E=0$, $p=(-i,0,-i)$ and $q=(2i,0,0)$. The first column of $G$ is $(-i/2,-1/2,i/2)$, and $X_{ab}=2i\,G_{a0}\bar G_{b0}$. Hence

$$X_{10}=X_{21}=\tfrac12,\qquad X_{01}=X_{12}=-\tfrac12,$$

and $J_{01}=J_{12}=\tfrac12+\tfrac12=1$. The sources are $S=(1,0,-1)$: injection on the left, absorption on the right. With the wrong adjoint, site 0 would give 2 instead of 1.

### The Lean file

```lean
import Mathlib

open Matrix

namespace TridiagonalBondCurrent

noncomputable section

variable {ι : Type*} [Fintype ι] [DecidableEq ι]

/-- The matrix `E - H - P` of an open system at real energy `E`, with diagonal
self-energy `P = diag p`. -/
def openMatrix (E : ℝ) (H : Matrix ι ι ℂ) (p : ι → ℂ) : Matrix ι ι ℂ :=
  (E : ℂ) • (1 : Matrix ι ι ℂ) - H - diagonal p

/-- The correlation matrix `X = G Q G†` with diagonal in-scattering `Q = diag q`. -/
def correlation (G : Matrix ι ι ℂ) (q : ι → ℂ) : Matrix ι ι ℂ :=
  G * diagonal q * Gᴴ

/-- The bond current `H_ij X_ji - X_ij H_ji` from site `i` to site `j`. -/
def bondCurrent (H X : Matrix ι ι ℂ) (i j : ι) : ℂ :=
  H i j * X j i - X i j * H j i

/-- The source term of site `k`: `(conj P_kk - P_kk) X_kk + Q_kk (G_kk - conj G_kk)`. -/
def siteSource (p q : ι → ℂ) (G : Matrix ι ι ℂ) (k : ι) : ℂ :=
  (star (p k) - p k) * correlation G q k k + q k * (G k k - star (G k k))

/-- A chain Hamiltonian is tridiagonal: only nearest neighbours are coupled. -/
def IsTridiagonal {n : ℕ} (H : Matrix (Fin n) (Fin n) ℂ) : Prop :=
  ∀ i j : Fin n, (i : ℕ) + 1 < (j : ℕ) ∨ (j : ℕ) + 1 < (i : ℕ) → H i j = 0

omit [Fintype ι] in
/-- For Hermitian `H` and real energy, the adjoint of `E - H - P` is `E - H - P†`. -/
theorem openMatrix_conjTranspose {E : ℝ} {H : Matrix ι ι ℂ} (hH : H.IsHermitian)
    (p : ι → ℂ) : (openMatrix E H p)ᴴ = openMatrix E H (star p) := by
  simp [openMatrix, hH.eq, Matrix.diagonal_conjTranspose]

/-- Site balance: for Hermitian `H` of any connectivity and `G` the inverse of `E - H - P`,
the bond currents leaving a site add up to its source term. -/
theorem site_balance {E : ℝ} {H G : Matrix ι ι ℂ} {p : ι → ℂ} (hH : H.IsHermitian)
    (hG : openMatrix E H p * G = 1) (q : ι → ℂ) (k : ι) :
    ∑ j, bondCurrent H (correlation G q) k j = siteSource p q G k := by
  have hG' : Gᴴ * openMatrix E H (star p) = 1 := by
    rw [← openMatrix_conjTranspose hH, ← Matrix.conjTranspose_mul, hG,
      Matrix.conjTranspose_one]
  -- the equations of motion from the left and from the right
  have h1 : openMatrix E H p * correlation G q = diagonal q * Gᴴ := by
    unfold correlation
    rw [← Matrix.mul_assoc, ← Matrix.mul_assoc, hG, Matrix.one_mul]
  have h2 : correlation G q * openMatrix E H (star p) = G * diagonal q := by
    unfold correlation
    rw [Matrix.mul_assoc, hG', Matrix.mul_one]
  have e1 := congrFun (congrFun h1 k) k
  have e2 := congrFun (congrFun h2 k) k
  simp only [openMatrix, Matrix.sub_mul, Matrix.smul_mul, Matrix.one_mul, Matrix.sub_apply,
    Matrix.smul_apply, smul_eq_mul, Matrix.diagonal_mul, Matrix.conjTranspose_apply] at e1
  simp only [openMatrix, Matrix.mul_sub, Matrix.mul_smul, Matrix.mul_one, Matrix.sub_apply,
    Matrix.smul_apply, smul_eq_mul, Matrix.mul_diagonal, Pi.star_apply] at e2
  have h3 : ∑ j, bondCurrent H (correlation G q) k j
      = (H * correlation G q) k k - (correlation G q * H) k k := by
    simp only [bondCurrent, Finset.sum_sub_distrib, Matrix.mul_apply]
  rw [h3]
  unfold siteSource
  linear_combination e2 - e1

/-- For Hermitian `H` and `G` the inverse of `E - H - P`, the source terms of all sites
add up to zero. -/
theorem total_source_eq_zero {E : ℝ} {H G : Matrix ι ι ℂ} {p : ι → ℂ} (hH : H.IsHermitian)
    (hG : openMatrix E H p * G = 1) (q : ι → ℂ) : ∑ k, siteSource p q G k = 0 := by
  simp only [← site_balance hH hG q, bondCurrent, Finset.sum_sub_distrib]
  rw [sub_eq_zero, Finset.sum_comm]
  exact Finset.sum_congr rfl fun i _ => Finset.sum_congr rfl fun j _ => mul_comm _ _

/-- In a tridiagonal chain with consecutive sites `i, j, k`, the net current leaving `j` is
the current on bond `(j, k)` minus the current on bond `(i, j)`. -/
theorem chain_divergence {n : ℕ} {H : Matrix (Fin n) (Fin n) ℂ} (hT : IsTridiagonal H)
    (X : Matrix (Fin n) (Fin n) ℂ) {i j k : Fin n}
    (hij : (i : ℕ) + 1 = j) (hjk : (j : ℕ) + 1 = k) :
    ∑ l, bondCurrent H X j l = bondCurrent H X j k - bondCurrent H X i j := by
  have hki : k ≠ i := by
    intro h
    have := congrArg Fin.val h
    omega
  rw [Fintype.sum_eq_add k i hki]
  · unfold bondCurrent
    ring
  · rintro l ⟨hlk, hli⟩
    by_cases hlj : l = j
    · subst hlj
      unfold bondCurrent
      ring
    · -- every other site is too far away to be coupled to `j`
      have a1 : (l : ℕ) ≠ k := fun h => hlk (Fin.ext h)
      have a2 : (l : ℕ) ≠ i := fun h => hli (Fin.ext h)
      have a3 : (l : ℕ) ≠ j := fun h => hlj (Fin.ext h)
      have b1 : H j l = 0 := hT j l (by omega)
      have b2 : H l j = 0 := hT l j (by omega)
      simp [bondCurrent, b1, b2]

/-- Let `H` be Hermitian and tridiagonal and `G` the inverse of `E - H - P`. The currents on
the two bonds of an interior site `j` agree if and only if the source term of `j` vanishes. -/
theorem current_conserved_iff {n : ℕ} {E : ℝ} {H G : Matrix (Fin n) (Fin n) ℂ}
    {p : Fin n → ℂ} (hH : H.IsHermitian) (hT : IsTridiagonal H)
    (hG : openMatrix E H p * G = 1) (q : Fin n → ℂ) {i j k : Fin n}
    (hij : (i : ℕ) + 1 = j) (hjk : (j : ℕ) + 1 = k) :
    bondCurrent H (correlation G q) j k = bondCurrent H (correlation G q) i j ↔
      (star (p j) - p j) * correlation G q j j + q j * (G j j - star (G j j)) = 0 := by
  rw [← sub_eq_zero, ← chain_divergence hT _ hij hjk, site_balance hH hG q j]
  rfl

/-- If `H` is Hermitian, `G` is the inverse of `E - H - P`, and `Q = f (P† - P)` with one
common occupation `f`, then `X = f (G† - G)`. -/
theorem equilibrium_correlation {E f : ℝ} {H G : Matrix ι ι ℂ} {p q : ι → ℂ}
    (hH : H.IsHermitian) (hG : openMatrix E H p * G = 1)
    (hq : ∀ k, q k = f * (star (p k) - p k)) :
    correlation G q = (f : ℂ) • (Gᴴ - G) := by
  have hGA : G * openMatrix E H p = 1 := mul_eq_one_comm.mp hG
  have hAG : openMatrix E H (star p) * Gᴴ = 1 := by
    rw [← openMatrix_conjTranspose hH, ← Matrix.conjTranspose_mul, hGA,
      Matrix.conjTranspose_one]
  have hD : diagonal q = (f : ℂ) • (openMatrix E H p - openMatrix E H (star p)) := by
    ext i j
    by_cases h : i = j
    · subst h
      simp only [openMatrix, Matrix.diagonal_apply_eq, Matrix.sub_apply, Matrix.smul_apply,
        smul_eq_mul, Pi.star_apply, hq]
      ring
    · simp only [openMatrix, Matrix.diagonal_apply_ne _ h, Matrix.sub_apply,
        Matrix.smul_apply, smul_eq_mul]
      ring
  unfold correlation
  rw [hD, Matrix.mul_smul, Matrix.smul_mul, Matrix.mul_sub, Matrix.sub_mul, hGA,
    Matrix.one_mul, Matrix.mul_assoc, hAG, Matrix.mul_one]

/-- In a Hermitian tridiagonal chain with `G` the inverse of `E - H - P` and
`Q = f (P† - P)` for one common occupation `f`, every bond current is zero. -/
theorem equilibrium_no_current {n : ℕ} {E f : ℝ} {H G : Matrix (Fin n) (Fin n) ℂ}
    {p q : Fin n → ℂ} (hH : H.IsHermitian) (hT : IsTridiagonal H)
    (hG : openMatrix E H p * G = 1) (hq : ∀ k, q k = f * (star (p k) - p k))
    {i j : Fin n} (hij : (i : ℕ) + 1 = j) :
    bondCurrent H (correlation G q) i j = 0 := by
  have hs : ∀ k, siteSource p q G k = 0 := by
    intro k
    simp only [siteSource, equilibrium_correlation hH hG hq, Matrix.smul_apply,
      Matrix.sub_apply, Matrix.conjTranspose_apply, smul_eq_mul, hq]
    ring
  -- start at the left end and move along the chain
  have key : ∀ m : ℕ, ∀ a b : Fin n, (a : ℕ) = m → (b : ℕ) = m + 1 →
      bondCurrent H (correlation G q) a b = 0 := by
    intro m
    induction m with
    | zero =>
      intro a b ha hb
      have h1 : ∑ l, bondCurrent H (correlation G q) a l
          = bondCurrent H (correlation G q) a b := by
        apply Fintype.sum_eq_single b
        intro l hl
        by_cases hla : l = a
        · subst hla
          unfold bondCurrent
          ring
        · have a1 : (l : ℕ) ≠ b := fun h => hl (Fin.ext h)
          have a2 : (l : ℕ) ≠ a := fun h => hla (Fin.ext h)
          have b1 : H a l = 0 := hT a l (by omega)
          have b2 : H l a = 0 := hT l a (by omega)
          simp [bondCurrent, b1, b2]
      rw [← h1, site_balance hH hG q a, hs]
    | succ m ih =>
      intro a b ha hb
      have hm : m < n := by
        have := a.isLt
        omega
      have hc := (current_conserved_iff hH hT hG q (i := ⟨m, hm⟩) (j := a) (k := b)
        (by simp [ha]) (by omega)).mpr (hs a)
      rw [hc]
      exact ih ⟨m, hm⟩ a rfl ha
  exact key i i j rfl hij.symm

/-- A three-site wire with unit hopping. -/
def wireH : Matrix (Fin 3) (Fin 3) ℂ := !![0, 1, 0; 1, 0, 1; 0, 1, 0]

/-- The matrix used as Green function of the three-site wire. -/
def wireG : Matrix (Fin 3) (Fin 3) ℂ :=
  !![-(Complex.I / 2), -(1 / 2), Complex.I / 2;
     -(1 / 2), -(Complex.I / 2), -(1 / 2);
     Complex.I / 2, -(1 / 2), -(Complex.I / 2)]

/-- The three-site wire with self-energy `-i` at both ends, at `E = 0`, has a Hermitian tridiagonal
`H`, and `wireG` is the inverse of its `E - H - P`; with in-scattering `2i` at the left end only,
both bonds carry the current `1`. -/
theorem wire_witness :
    wireH.IsHermitian ∧ IsTridiagonal wireH ∧
    openMatrix 0 wireH ![-Complex.I, 0, -Complex.I] * wireG = 1 ∧
    bondCurrent wireH (correlation wireG ![2 * Complex.I, 0, 0]) 0 1 = 1 ∧
    bondCurrent wireH (correlation wireG ![2 * Complex.I, 0, 0]) 1 2 = 1 := by
  -- only the left contact injects, so `X` is built from the first column of `G`
  have hX : ∀ i j, correlation wireG ![2 * Complex.I, 0, 0] i j
      = 2 * Complex.I * wireG i 0 * star (wireG j 0) := by
    intro i j
    unfold correlation
    rw [Matrix.mul_apply]
    simp only [Matrix.mul_diagonal, Matrix.conjTranspose_apply]
    rw [Fin.sum_univ_three]
    change wireG i 0 * (2 * Complex.I) * star (wireG j 0)
      + wireG i 1 * 0 * star (wireG j 1) + wireG i 2 * 0 * star (wireG j 2) = _
    ring
  have c1 : star (-(Complex.I / 2)) = Complex.I / 2 := by
    apply Complex.ext
    · change (-(Complex.I / 2)).re = (Complex.I / 2).re
      simp
    · change -(-(Complex.I / 2)).im = (Complex.I / 2).im
      simp
  have c2 : star (-(1 / 2 : ℂ)) = -(1 / 2 : ℂ) := by
    apply Complex.ext
    · change (-(1 / 2 : ℂ)).re = (-(1 / 2 : ℂ)).re
      rfl
    · change -(-(1 / 2 : ℂ)).im = (-(1 / 2 : ℂ)).im
      simp
  have c3 : star (Complex.I / 2) = -(Complex.I / 2) := by
    rw [← c1, star_star, c1]
  refine ⟨?_, ?_, ?_, ?_, ?_⟩
  · ext i j
    fin_cases i <;> fin_cases j <;> simp [wireH]
  · intro i j h
    fin_cases i <;> fin_cases j <;> simp_all [wireH]
  · ext i j
    fin_cases i <;> fin_cases j <;>
      simp [openMatrix, wireH, wireG, Matrix.mul_apply, Fin.sum_univ_succ,
        Matrix.diagonal_apply, Complex.ext_iff] <;> norm_num
  · unfold bondCurrent
    rw [hX, hX]
    change (1 : ℂ) * (2 * Complex.I * (-(1 / 2 : ℂ)) * star (-(Complex.I / 2)))
      - 2 * Complex.I * (-(Complex.I / 2)) * star (-(1 / 2 : ℂ)) * 1 = 1
    rw [c1, c2]
    linear_combination (-1 : ℂ) * Complex.I_sq
  · unfold bondCurrent
    rw [hX, hX]
    change (1 : ℂ) * (2 * Complex.I * (Complex.I / 2) * star (-(1 / 2 : ℂ)))
      - 2 * Complex.I * (-(1 / 2 : ℂ)) * star (Complex.I / 2) * 1 = 1
    rw [c2, c3]
    linear_combination (-1 : ℂ) * Complex.I_sq

end

end TridiagonalBondCurrent
```

```lean
#print axioms TridiagonalBondCurrent.total_source_eq_zero
-- 'TridiagonalBondCurrent.total_source_eq_zero' depends on axioms: [propext, Classical.choice, Quot.sound]
#print axioms TridiagonalBondCurrent.current_conserved_iff
-- 'TridiagonalBondCurrent.current_conserved_iff' depends on axioms: [propext, Classical.choice, Quot.sound]
#print axioms TridiagonalBondCurrent.equilibrium_no_current
-- 'TridiagonalBondCurrent.equilibrium_no_current' depends on axioms: [propext, Classical.choice, Quot.sound]
```

### What the theorems say about the chain

`openMatrix E H p` is $A$, `correlation G q` is $X$, `bondCurrent H X i j` is $J_{ij}$ and `siteSource p q G j` is $S_j$. The type `E : ℝ` makes the energy real, while `p` and `q` are arbitrary complex site functions. `IsTridiagonal` sets all couplings beyond nearest neighbours to zero.

Your claim is `current_conserved_iff`. The hypotheses `hij` and `hjk` say that `i`, `j`, `k` are consecutive, so the theorem has content from three sites upwards. The hypothesis `openMatrix E H p * G = 1` makes $G$ a true inverse; physically, $E$ is not an eigenvalue of $H+P$.

The self-energies are given, diagonal and taken at one energy. They are not derived from leads or interactions, and no sign condition makes the contacts absorbing. The currents are also those at one energy. A total current is an integral over $E$, and it is the same on both sides of site $j$ when the integral of $S_j$ vanishes, even if $S_j$ is nonzero at individual energies. Currents carry no factors of charge or $\hbar$ and may be complex for general `q`; for purely imaginary `q`, as in the wire, they are real.

For a recursive Green-function code on a finite chain with diagonal self-energies, the identity offers a site-by-site consistency test that uses only diagonal and nearest-neighbour entries. The recursion itself is not treated here.

### How Lean reaches the equivalence

`openMatrix_conjTranspose` supplies $A^\dagger$. In `site_balance`, `h1` and `h2` are the two equations of motion, `e1` and `e2` are their diagonal entries, and `linear_combination e2 - e1` is the subtraction above. `total_source_eq_zero` sums the balance and exchanges the two site sums, which is the trace argument.

`chain_divergence` reduces the sum over all sites to the two neighbours: the site's own term cancels, and `omega` confirms that every other site is too far away to couple. `current_conserved_iff` then turns equality of the currents into a vanishing difference and rewrites that difference as the source.

For the common occupation, `equilibrium_correlation` first obtains $GA=1$ from $AG=1$, then writes $Q$ as $f(A-A^\dagger)$ and multiplies out. `equilibrium_no_current` shows that all sources vanish and runs the induction from the left end, with `current_conserved_iff` as its step.

Finally, `wire_witness` checks the hypotheses of `current_conserved_iff` for the three-site wire entry by entry. Its local statement `hX` is the first-column formula for $X$, from which both currents are computed.
